# Factorization at every amplitude scale forces nilpotent excitation operators with nilpotent sum to commute

In coupled-cluster theory the correlated state is obtained by applying a wave operator, the exponential of a sum of excitation operators, to a reference determinant. Splitting exp(A + B) into exp(A) exp(B) is allowed when A and B commute, as excitations from occupied to virtual orbitals do. If an orbital may be the target of one excitation and the source of another, commutation can fail. Could the exponential still factorize, whatever the size of the amplitudes?

## The second order in the scale is half the commutator

Let A and B be real square matrices, with amplitudes included, and let the real number s scale all amplitudes together. Suppose that A, B and A + B are nilpotent. The claim is that

exp(sA) exp(sB) = exp(s(A + B)) for every real s

holds exactly when AB = BA.

Choose N so that Aᴺ = Bᴺ = (A + B)ᴺ = 0. Each exponential is then a finite sum:

exp(sA) = Σ_{k<N} sᵏ Aᵏ/k!

If N ≤ 1, then A = 0 and there is nothing to prove. For N ≥ 2, the difference of the two sides is a polynomial in s with matrix coefficients:

D(s) = exp(sA) exp(sB) − exp(s(A + B)) = Σ_{k≤2N−2} sᵏ Cₖ

The product contributes A²/2 + AB + B²/2 at second order, and the exponential of the sum contributes (A + B)²/2. Since (A + B)² = A² + AB + BA + B²,

C₂ = AB − (AB + BA)/2 = (AB − BA)/2

Each matrix entry of D(s) is an ordinary polynomial of degree at most 2N − 2. If D vanishes at 2N − 1 distinct scales, every entry has more roots than its degree allows, so every Cₖ is zero. In particular C₂ = 0, and AB = BA.

Conversely, if A and B commute, so do sA and sB. The binomial theorem gives

(sA + sB)ᵏ/k! = Σ_{i+j=k} (sA)ⁱ/i! · (sB)ʲ/j!

and summing over k gives the product of the two exponentials.

## One electron hopping through three orbitals

Take orbitals 0, 1, 2, let A move the electron from 0 to 1, and let B move it from 1 to 2. With Eᵢⱼ the matrix whose only non-zero entry is a 1 in row i, column j, A = E₁₀ and B = E₂₁. Then A² = B² = 0, AB = 0, BA = E₂₀ and (A + B)³ = 0, so

exp(sA) exp(sB) = 1 + s(A + B)
exp(s(A + B)) = 1 + s(A + B) + (s²/2) E₂₀

At s = 2 the entry in row 2, column 0 is 0 on the first line and 2 on the second. The two sides agree only at s = 0.

## Operators and scales in Lean

The general part works in any ring `R` that is an algebra over the rationals, so its scales are rational. Matrices enter later.

```lean
import Mathlib

open Polynomial

namespace CoupledClusterFactorization

noncomputable section

variable {R : Type*} [Ring R] [Algebra ℚ R]
```

The first lemma is the root-counting step. Since `R` need not have matrix entries, the proof applies an arbitrary linear functional `φ` from `R` to ℚ. This yields a rational polynomial `Q` with too many roots, so `Q` is zero. An element sent to zero by every functional is itself zero.

```lean
/-- If an operator-valued polynomial in the amplitude scale, with `d` coefficients, vanishes at
`d` or more distinct scales, then each of its coefficients is zero. -/
theorem coefficients_vanish (S : Finset ℚ) (d : ℕ) (c : ℕ → R) (hS : d ≤ S.card)
    (h : ∀ s ∈ S, ∑ k ∈ Finset.range d, s ^ k • c k = 0) :
    ∀ k < d, c k = 0 := by
  intro k hk
  -- linear functionals reduce the claim to polynomials with rational coefficients
  rw [← Module.forall_dual_apply_eq_zero_iff ℚ]
  intro φ
  obtain ⟨Q, hQ⟩ : ∃ Q : ℚ[X], Q = ∑ i ∈ Finset.range d, monomial i (φ (c i)) := ⟨_, rfl⟩
  have hcoeff : ∀ m, Q.coeff m = if m < d then φ (c m) else 0 := by
    intro m
    rw [hQ, finsetSum_coeff]
    simp [coeff_monomial]
  have hzero : Q = 0 := by
    apply Polynomial.eq_zero_of_degree_lt_of_eval_finset_eq_zero S
    · rw [degree_lt_iff_coeff_zero]
      intro m hm
      rw [hcoeff, if_neg (by omega)]
    · intro s hs
      have h1 := congrArg φ (h s hs)
      rw [map_sum, map_zero] at h1
      rw [hQ, eval_finsetSum]
      refine Eq.trans (Finset.sum_congr rfl fun i _ => ?_) h1
      rw [eval_monomial, map_smul, smul_eq_mul, mul_comm]
  have h2 := hcoeff k
  rw [hzero, coeff_zero, if_pos hk] at h2
  exact h2.symm
```

The exponential series is then written as a polynomial whose variable is the scale and whose coefficients are operators.

```lean
/-- The exponential series of `A` up to order `N - 1`, as a polynomial in the amplitude scale. -/
def expPoly (N : ℕ) (A : R) : R[X] :=
  ∑ k ∈ Finset.range N, monomial k ((k.factorial : ℚ)⁻¹ • A ^ k)
```

Its coefficient of order k is Aᵏ/k! for every k, because the powers left out of the sum vanish.

```lean
/-- For an excitation operator with `A ^ N = 0`, the coefficient of order `k` in the amplitude
scale is `A ^ k / k!`. -/
theorem expPoly_coeff {N : ℕ} {A : R} (hA : A ^ N = 0) (k : ℕ) :
    (expPoly N A).coeff k = (k.factorial : ℚ)⁻¹ • A ^ k := by
  rw [expPoly, finsetSum_coeff]
  simp only [coeff_monomial, Finset.sum_ite_eq', Finset.mem_range]
  split_ifs with h
  · rfl
  · rw [pow_eq_zero_of_le (not_lt.mp h) hA, smul_zero]
```

Evaluating it at s gives `IsNilpotent.exp (s • A)`, Mathlib's finite exponential of a nilpotent element, which serves as the wave operator.

```lean
/-- If `A ^ N = 0`, the value of `expPoly N A` at the rational scale `s` is the finite exponential
of `s A`. -/
theorem expPoly_eval {N : ℕ} {A : R} (hA : A ^ N = 0) (s : ℚ) :
    (expPoly N A).eval (algebraMap ℚ R s) = IsNilpotent.exp (s • A) := by
  have hs : (s • A) ^ N = 0 := by rw [_root_.smul_pow, hA, smul_zero]
  rw [IsNilpotent.exp_eq_sum hs, expPoly, eval_finsetSum]
  refine Finset.sum_congr rfl fun k _ => ?_
  rw [eval_monomial, _root_.smul_pow, ← map_pow, ← Algebra.commutes, ← Algebra.smul_def]
  exact smul_comm _ _ _
```

## Finitely many scales suffice

The central theorem assumes a common exponent `N` and factorization on a finite set `S` of rational scales; `2 * N ≤ S.card + 1` asks for at least 2N − 1 of them when N ≥ 1.

In the proof, `P` is D(s) as a polynomial, and `hPdeg` bounds its degree. Evaluation of polynomials with non-commuting coefficients does not respect products in general. It does here, in `hmul`, because a rational scale commutes with every operator. The first lemma then gives `h2`, the vanishing of C₂, and `hhalf` identifies C₂ as half the commutator.

```lean
/-- If the `N`-th powers of `A`, `B` and `A + B` vanish and the wave operator factorizes at
`2 N - 1` or more distinct rational amplitude scales, then `A` and `B` commute. -/
theorem commute_of_finitely_many_scales {N : ℕ} {A B : R} (hA : A ^ N = 0) (hB : B ^ N = 0)
    (hAB : (A + B) ^ N = 0) (S : Finset ℚ) (hS : 2 * N ≤ S.card + 1)
    (h : ∀ s ∈ S, IsNilpotent.exp (s • A) * IsNilpotent.exp (s • B)
      = IsNilpotent.exp (s • (A + B))) :
    A * B = B * A := by
  by_cases hN : N ≤ 1
  · have h0 : A = 0 := by
      have h1 := pow_eq_zero_of_le hN hA
      rwa [pow_one] at h1
    rw [h0, zero_mul, mul_zero]
  have hdeg : ∀ X : R, X ^ N = 0 → (expPoly N X).natDegree ≤ N - 1 := fun X hX =>
    natDegree_le_iff_coeff_eq_zero.mpr fun m hm => by
      rw [expPoly_coeff hX, pow_eq_zero_of_le (by omega) hX, smul_zero]
  -- the difference of the two sides, as a polynomial in the scale
  obtain ⟨P, hP⟩ : ∃ P : R[X], P = expPoly N A * expPoly N B - expPoly N (A + B) := ⟨_, rfl⟩
  have hPdeg : P.natDegree < 2 * N - 1 := by
    have h1 := natDegree_sub_le (expPoly N A * expPoly N B) (expPoly N (A + B))
    have h2 := natDegree_mul_le (p := expPoly N A) (q := expPoly N B)
    have h3 := hdeg A hA
    have h4 := hdeg B hB
    have h5 := hdeg (A + B) hAB
    rw [← hP] at h1
    omega
  have hvan : ∀ s ∈ S, ∑ k ∈ Finset.range (2 * N - 1), s ^ k • P.coeff k = 0 := by
    intro s hs
    have hmul : (expPoly N A * expPoly N B).eval (algebraMap ℚ R s)
        = (expPoly N A).eval (algebraMap ℚ R s) * (expPoly N B).eval (algebraMap ℚ R s) :=
      eval₂_mul_noncomm _ _ fun k => Algebra.commute_algebraMap_right s _
    have h0 : P.eval (algebraMap ℚ R s) = 0 := by
      rw [hP, eval_sub, hmul, expPoly_eval hA, expPoly_eval hB, expPoly_eval hAB, h s hs,
        sub_self]
    rw [eval_eq_sum_range' hPdeg] at h0
    refine Eq.trans (Finset.sum_congr rfl fun k _ => ?_) h0
    rw [← map_pow, ← Algebra.commutes, Algebra.smul_def]
  have h2 : P.coeff 2 = 0 := coefficients_vanish S _ _ (by omega) hvan 2 (by omega)
  -- the second-order coefficient is half the commutator
  have c0 : ∀ X : R, X ^ N = 0 → (expPoly N X).coeff 0 = 1 := fun X hX => by
    rw [expPoly_coeff hX]; simp
  have c1 : ∀ X : R, X ^ N = 0 → (expPoly N X).coeff 1 = X := fun X hX => by
    rw [expPoly_coeff hX]; simp
  have c2 : ∀ X : R, X ^ N = 0 → (expPoly N X).coeff 2 = (2 : ℚ)⁻¹ • X ^ 2 := fun X hX => by
    rw [expPoly_coeff hX]; simp [Nat.factorial]
  have hsq : (A + B) ^ 2 = A ^ 2 + A * B + B * A + B ^ 2 := by noncomm_ring
  have hhalf : P.coeff 2 = (2 : ℚ)⁻¹ • (A * B - B * A) := by
    rw [hP, coeff_sub, coeff_mul, Finset.Nat.sum_antidiagonal_eq_sum_range_succ_mk]
    simp only [Finset.sum_range_succ, Finset.sum_range_zero, zero_add, Nat.sub_zero,
      Nat.reduceSub, Nat.sub_self, c0 A hA, c1 A hA, c2 A hA, c0 B hB, c1 B hB, c2 B hB,
      c2 (A + B) hAB, hsq, one_mul, mul_one]
    module
  rw [hhalf] at h2
  apply sub_eq_zero.mp
  calc A * B - B * A = (2 : ℚ) • ((2 : ℚ)⁻¹ • (A * B - B * A)) := by module
    _ = 0 := by rw [h2, smul_zero]
```

## The equivalence for real matrices

Here `A` and `B` are real matrices of any finite size. Nilpotency of each operator says that repeated excitation eventually exhausts the available determinants. Nilpotency of the sum is a separate assumption: it holds when both operators raise a common excitation level, and it fails for an excitation added to its own reverse.

For the forward direction, the proof adds the three nilpotency exponents to get a common N and uses the scales 0, 1, …, 2N − 1. The reverse direction is Mathlib's addition theorem for commuting nilpotent elements.

```lean
/-- For real matrices with `A`, `B` and `A + B` nilpotent, the wave operator factorizes at every
real amplitude scale exactly when the excitation operators `A` and `B` commute. -/
theorem factorizes_iff_commute {n : Type*} [Fintype n] [DecidableEq n] {A B : Matrix n n ℝ}
    (hA : IsNilpotent A) (hB : IsNilpotent B) (hAB : IsNilpotent (A + B)) :
    (∀ s : ℝ, IsNilpotent.exp (s • A) * IsNilpotent.exp (s • B)
      = IsNilpotent.exp (s • (A + B))) ↔ A * B = B * A := by
  constructor
  · intro h
    obtain ⟨a, ha⟩ := hA
    obtain ⟨b, hb⟩ := hB
    obtain ⟨c, hc⟩ := hAB
    have hq : ∀ (q : ℚ) (M : Matrix n n ℝ), (q : ℝ) • M = q • M := by
      intro q M
      ext i j
      simp [Rat.smul_def]
    -- rational scales are enough
    refine commute_of_finitely_many_scales (N := a + b + c)
      (pow_eq_zero_of_le (by omega) ha) (pow_eq_zero_of_le (by omega) hb)
      (pow_eq_zero_of_le (by omega) hc)
      ((Finset.range (2 * (a + b + c))).map Nat.castEmbedding) ?_ ?_
    · rw [Finset.card_map, Finset.card_range]
      omega
    · intro s _
      simpa only [hq] using h (s : ℝ)
  · intro h s
    have hc : Commute A B := h
    have hn : ∀ M : Matrix n n ℝ, IsNilpotent M → IsNilpotent (s • M) := by
      rintro M ⟨k, hk⟩
      exact ⟨k, by rw [_root_.smul_pow, hk, smul_zero]⟩
    rw [smul_add]
    exact (IsNilpotent.exp_add_of_commute ((hc.smul_left s).smul_right s)
      (hn A hA) (hn B hB)).symm
```

For such matrices, the operators exp(sA) exp(sB) and exp(s(A + B)) are therefore equal at all amplitude scales only if A and B commute. Agreement on a single reference state is a weaker condition: in the hopping example the two operators give the same result, at every s, on an electron that starts in orbital 1. The anti-Hermitian generators of unitary coupled cluster are not covered, since a non-zero anti-Hermitian matrix is never nilpotent. Modelling the wave operator by the convergent power series would admit them and remove the nilpotency assumptions. Commutation would then follow from the second derivative at s = 0, but the count of 2N − 1 scales, which rests on a polynomial degree, would be lost.

## Two single excitations that build a double

The indices 0, 1, 2, 3 stand for the determinants reference, a, b and ab. The first operator takes the reference to a, and b to ab.

```lean
/-- The single excitation `a` on the four determinants reference, `a`, `b`, `ab`. -/
def exciteA : Matrix (Fin 4) (Fin 4) ℝ :=
  !![0, 0, 0, 0; 1, 0, 0, 0; 0, 0, 0, 0; 0, 0, 1, 0]
```

The second takes the reference to b, and a to ab. The phases of the determinants are chosen so that all matrix elements are +1.

```lean
/-- The single excitation `b` on the same four determinants. -/
def exciteB : Matrix (Fin 4) (Fin 4) ℝ :=
  !![0, 0, 0, 0; 0, 0, 0, 0; 1, 0, 0, 0; 0, 1, 0, 0]
```

Both operators square to zero, and either order of application takes the reference to ab. Their product is thus a non-zero double excitation, and both sides of the factorization equal 1 + s(A + B) + s²AB. The proof checks the squares and the commutator entry by entry, then applies the equivalence; the entry in row 3, column 0 shows that the product is not zero.

```lean
/-- The two single excitations and their sum are nilpotent, their product is non-zero, and their
wave operator factorizes at every real amplitude scale. -/
theorem factorizes_witness :
    IsNilpotent exciteA ∧ IsNilpotent exciteB ∧ IsNilpotent (exciteA + exciteB) ∧
      exciteA * exciteB ≠ 0 ∧
      ∀ s : ℝ, IsNilpotent.exp (s • exciteA) * IsNilpotent.exp (s • exciteB)
        = IsNilpotent.exp (s • (exciteA + exciteB)) := by
  have hA : IsNilpotent exciteA := ⟨2, by
    ext i j
    fin_cases i <;> fin_cases j <;>
      simp [exciteA, pow_two, Matrix.mul_apply, Fin.sum_univ_succ]⟩
  have hB : IsNilpotent exciteB := ⟨2, by
    ext i j
    fin_cases i <;> fin_cases j <;>
      simp [exciteB, pow_two, Matrix.mul_apply, Fin.sum_univ_succ]⟩
  have hc : exciteA * exciteB = exciteB * exciteA := by
    ext i j
    fin_cases i <;> fin_cases j <;>
      simp [exciteA, exciteB, Matrix.mul_apply, Fin.sum_univ_succ]
  have hAB : IsNilpotent (exciteA + exciteB) := Commute.isNilpotent_add hc hA hB
  refine ⟨hA, hB, hAB, ?_, (factorizes_iff_commute hA hB hAB).mpr hc⟩
  intro h
  have h30 := congrFun (congrFun h 3) 0
  simp [exciteA, exciteB, Matrix.mul_apply, Fin.sum_univ_succ] at h30

end

end CoupledClusterFactorization
```

```lean
#print axioms CoupledClusterFactorization.factorizes_iff_commute
```

```
'CoupledClusterFactorization.factorizes_iff_commute' depends on axioms: [propext, Classical.choice, Quot.sound]
```
